# Half the exchange splitting of undoped graphene's bands from the shells 2k ≤ q ≤ Λ as an integral of an angular kernel

In undoped graphene, treated in the Dirac-cone approximation with the lower band filled and the upper band empty, exchange shifts the two bands differently at momentum k, measured from the Dirac point. `exchangeEnergy` is half the upper-band shift minus the lower-band one, counting only the shells 2k ≤ q ≤ Λ. Its integrand is the bare Coulomb potential 2πe²/|k − q| times the chirality factor cos θ / 2, where θ is the angle between k and q, and the measure is d²q/(2π)². The theorem `exchangeEnergy_eq` says that for k > 0 and 2k ≤ Λ this equals e²/(4π) times the integral over q, from 2k to Λ, of `exchangeKernel (k / q)`, the integral over the angle of cos θ divided by the distance between the two momenta in units of q. The proof moves the constant factors inside the integrals and compares the integrands at each q and θ. There it takes a factor q out of the distance, names the remaining square root `S`, and leaves the algebra to `field_simp` and `norm_num`.

Lean 4 with Mathlib refuses this proof:

```lean
import Mathlib

open Real Filter Topology

namespace ExchangeEnergyEq

noncomputable section

/-- The angular exchange kernel of graphene at momentum ratio `r = k/q`, for `0 ≤ r < 1`: the
chirality factor `cos θ` times the inverse distance of the two momenta in units of `q`, integrated
over the angle. -/
def exchangeKernel (r : ℝ) : ℝ :=
  ∫ θ in (0 : ℝ)..(2 * π), cos θ / √(1 + r ^ 2 - 2 * r * cos θ)

/-- Half the difference between the upper-band and lower-band exchange energies at momentum `k > 0`,
from the shells `2k ≤ q ≤ Λ`: the Coulomb potential `2π e²/|k - q|` times the chirality factor
`cos θ / 2`, integrated over `d²q/(2π)²`. -/
def exchangeEnergy (e2 k Λ : ℝ) : ℝ :=
  ∫ q in (2 * k)..Λ, q / (2 * π) ^ 2 *
    ∫ θ in (0 : ℝ)..(2 * π),
      2 * π * e2 / √(k ^ 2 + q ^ 2 - 2 * k * q * cos θ) * (cos θ / 2)

/-- For `0 ≤ r ≤ 1/2` the squared distance between a unit vector and a vector of length `r`
is at least `1/4`. -/
theorem sq_dist_lower {r c : ℝ} (h0 : 0 ≤ r) (h1 : r ≤ 1 / 2) (hc : c ≤ 1) :
    1 / 4 ≤ 1 + r ^ 2 - 2 * r * c := by
  nlinarith [mul_nonneg h0 (sub_nonneg.2 hc),
    mul_nonneg (sub_nonneg.2 h1) (show 0 ≤ 3 / 2 - r by linarith)]

/-- For `0 < k` and `2k ≤ Λ` `exchangeEnergy` is `e²/(4π)` times the integral of the exchange kernel
at ratio `k/q` over the shells. -/
theorem exchangeEnergy_eq {k Λ : ℝ} (e2 : ℝ) (hk : 0 < k) (hΛ : 2 * k ≤ Λ) :
    exchangeEnergy e2 k Λ = e2 / (4 * π) * ∫ q in (2 * k)..Λ, exchangeKernel (k / q) := by
  unfold exchangeEnergy exchangeKernel
  rw [← intervalIntegral.integral_const_mul]
  refine intervalIntegral.integral_congr fun q hq => ?_
  rw [Set.uIcc_of_le hΛ] at hq
  have hq0 : 0 < q := by linarith [hq.1]
  have hr : k / q ≤ 1 / 2 := by rw [div_le_iff₀ hq0]; linarith [hq.1]
  beta_reduce
  rw [← intervalIntegral.integral_const_mul, ← intervalIntegral.integral_const_mul]
  refine intervalIntegral.integral_congr fun θ _ => ?_
  beta_reduce
  -- measure the distance in units of `q`
  have e : k ^ 2 + q ^ 2 - 2 * k * q * cos θ =
      q ^ 2 * (1 + (k / q) ^ 2 - 2 * (k / q) * cos θ) := by
    have h : k = k / q * q := (div_mul_cancel₀ k hq0.ne').symm
    generalize k / q = r at h ⊢
    rw [h]; ring
  have hS : √(1 + (k / q) ^ 2 - 2 * (k / q) * cos θ) ≠ 0 :=
    (Real.sqrt_pos.2 (by
      linarith [sq_dist_lower (div_pos hk hq0).le hr (cos_le_one θ)])).ne'
  rw [e, Real.sqrt_mul (sq_nonneg q), Real.sqrt_sq hq0.le]
  generalize √(1 + (k / q) ^ 2 - 2 * (k / q) * cos θ) = S at hS ⊢
  have hπ := Real.pi_ne_zero
  have hq' := hq0.ne'
  field_simp
  norm_num

end

end ExchangeEnergyEq
```

The error:

```
Main.lean:33:88: error: unsolved goals
k Λ e2 : ℝ
hk : 0 < k
hΛ : 2 * k ≤ Λ
q : ℝ
hq : q ∈ Set.Icc (2 * k) Λ
hq0 : 0 < q
hr : k / q ≤ 1 / 2
θ : ℝ
x✝ : θ ∈ Set.uIcc 0 (2 * π)
e : k ^ 2 + q ^ 2 - 2 * k * q * cos θ = q ^ 2 * (1 + (k / q) ^ 2 - 2 * (k / q) * cos θ)
S : ℝ
hS : S ≠ 0
hπ : π ≠ 0
hq' : q ≠ 0
⊢ e2 * cos θ * 4 = 4 * e2 * cos θ
```

This version goes through:

```diff
@@ -38,8 +38,6 @@
   have hq0 : 0 < q := by linarith [hq.1]
   have hr : k / q ≤ 1 / 2 := by rw [div_le_iff₀ hq0]; linarith [hq.1]
-  beta_reduce
   rw [← intervalIntegral.integral_const_mul, ← intervalIntegral.integral_const_mul]
   refine intervalIntegral.integral_congr fun θ _ => ?_
-  beta_reduce
   -- measure the distance in units of `q`
   have e : k ^ 2 + q ^ 2 - 2 * k * q * cos θ =
@@ -56,5 +54,5 @@
   have hq' := hq0.ne'
   field_simp
-  norm_num
+  ring
 
 end
```

The error `unsolved goals` shows what is left when the proof ends: `e2 * cos θ * 4 = 4 * e2 * cos θ`. The integrals, the square root and the denominators are all gone, and the two sides are the same product with the factor 4 in different places. What is missing is only the commutativity and associativity of multiplication.

`norm_num` evaluates numerals and simplifies, but it doesn't bring products of variables to a common order. Here it stopped with the 4 last on one side and first on the other, and since no tactic follows it, the goal stayed open.

The repair puts `ring` in its place. `ring` proves identities that hold in every commutative ring by bringing both sides to one normal form, in which the order of the factors no longer matters, and it does the arithmetic with numerals as well. So it closes the goal that `field_simp` leaves.

The diff also removes two `beta_reduce` lines. The error doesn't concern them, and the proof compiles without them, so that change is mere tidying.
